# A nodeless p solution and a two-node s solution at zero energy in the same screened potential

Q: Do the levels of a screened atom group as they do in hydrogen?

A: Not in general. In nonrelativistic hydrogen 2p has the same energy as 2s. In the screened model below, 2p is paired with 3s in another sense: at the same strength, M = 3, each has a zero-energy solution that starts as r^(l+1) at the nucleus and behaves as r^(−l) far out. This does not give their order once both are bound. Let P be r times the radial wave function and l the angular momentum. For R > 0 and r > 0 the radial equation at zero energy is

P'' = (l(l+1)/r² − M(M+1)R/(r(r+R)²)) P.

R is the screening length. In atomic units the attraction near the nucleus is that of a charge Z = M(M+1)/(2R); far out it falls off as 1/r³.

Q: Show me by hand.

A: Write P = f(r) y(ξ), with f = r^(l+1)/(r+R)^(2l+1) and ξ = (r−R)/(r+R). Set

u = f'/f = (l+1)/r − (2l+1)/(r+R)

v = dξ/dr = 2R/(r+R)² = (1−ξ²)/(2r).

With y', y'' taken in ξ, the product rule gives

P' = f (u y + v y')

P'' = f [(u²+u') y + (2uv + dv/dr) y' + v² y''].

The coefficients simplify:

u² + u' = l(l+1)/r² − 2(l+1)(2l+1)/(r(r+R)) + (2l+1)(2l+2)/(r+R)²

= l(l+1)/r² − (2l+1)(2l+2)R/(r(r+R)²)

2uv + dv/dr = −2(l+1)ξv/r

v² = v(1−ξ²)/(2r).

So y = 1 already solves the case M = 2l+1. For M = k+2l+1, divide by the common factor v/(2r) = R/(r(r+R)²):

(1−ξ²)y'' − 4(l+1)ξy' + k(k+4l+3)y = 0.

This is a Gegenbauer equation. To solve it, start from w = (ξ²−1)^M, which obeys (ξ²−1)w' = 2Mξw. Differentiating N+1 times gives, for the N-th derivative y of w,

(ξ²−1)y'' + 2(N+1−M)ξy' + (N+1)(N−2M)y = 0.

N = k+4l+2 reproduces the Gegenbauer equation. This y has degree k and leading coefficient (2M)!/k!, so it is not zero.

For M = 3, l = 0 we have k = 2, and y = (5ξ²−1)/4 is a solution. Then

P = r(r²−3rR+R²)/(r+R)³,

with nodes r = (3±√5)R/2. For l = 1, P = r²/(r+R)³ has none.

Q: Does the formal equation say that, or something weaker?

A: `IsZeroEnergySolution` asks for a function `P'` that is the derivative of `P` at every r > 0 and whose own derivative is the right-hand side above.

In Lean 4 with Mathlib:

```lean
import Mathlib

open Polynomial

namespace ScreenedAtomZeroEnergy

noncomputable section

/-- `P` solves the radial equation at zero energy on `r > 0`, with angular momentum `l`
and the screened attraction `M(M+1)R/(r(r+R)^2)`, for `R > 0`. -/
def IsZeroEnergySolution (R : ℝ) (M l : ℕ) (P : ℝ → ℝ) : Prop :=
  ∃ P' : ℝ → ℝ, ∀ r : ℝ, 0 < r → HasDerivAt P (P' r) r ∧
    HasDerivAt P' (((l : ℝ) * (l + 1) / r ^ 2
      - (M : ℝ) * (M + 1) * R / (r * (r + R) ^ 2)) * P r) r
```

Q: Then P = 0 passes, and so does a solution singular at the nucleus.

A: Yes, the definition imposes no boundary condition. Without one, nonzero solutions exist for every M. The explicit functions meet the missing conditions, which the theorems do not state: they start as r^(l+1) at the origin and do not grow far out. The general theorem separately states that its orbital is not identically zero.

```lean
/-- The nodeless radial function `r^(l+1)/(r+R)^(2l+1)`, for `r > 0` and `R > 0`. -/
def nodeless (R : ℝ) (l : ℕ) (r : ℝ) : ℝ := r ^ (l + 1) / (r + R) ^ (2 * l + 1)

/-- The compressed radial variable `(r-R)/(r+R)`, for `r > 0` and `R > 0`. -/
def xi (R r : ℝ) : ℝ := (r - R) / (r + R)

/-- The polynomial factor of the orbital: a repeated derivative of `(X^2-1)^(k+2l+1)`. -/
def nodal (k l : ℕ) : ℝ[X] :=
  derivative^[k + 4 * l + 2] ((X ^ 2 - 1) ^ (k + 2 * l + 1))

/-- The nodeless function times the polynomial factor in the compressed variable,
for `r > 0` and `R > 0`. -/
def orbital (R : ℝ) (k l : ℕ) (r : ℝ) : ℝ := nodeless R l r * (nodal k l).eval (xi R r)

/-- The radial function `r(r^2-3rR+R^2)/(r+R)^3`, for `r > 0` and `R > 0`. -/
def threeS (R r : ℝ) : ℝ := r * (r ^ 2 - 3 * r * R + R ^ 2) / (r + R) ^ 3
```

Q: Are these bound states?

A: Not all of them. They behave as r^(−l) far out, so the s solutions tend to a constant and cannot be normalised: "3s at zero energy" means a threshold solution. The labels come from n = nodes + l + 1. Nodes are counted only for the two functions at M = 3. If k is read as the node number in general, then M = n+l, the grouping in the Madelung filling rule, here for independent electrons in a fixed potential with integer M. Actual filling also depends on electron interaction and self-consistency.

Q: How does the proof follow your calculation?

A: It starts with the repeated differentiation, as an induction on `N`: each step differentiates the previous equation, and `linear_combination` collects the terms.

```lean
/-- The second-order differential equation obeyed by the `N`-th derivative of `(X^2-1)^M`. -/
theorem rodrigues_equation (M N : ℕ) :
    (X * X - 1) * derivative (derivative (derivative^[N] ((X ^ 2 - 1 : ℝ[X]) ^ M)))
      + 2 * ((N : ℝ[X]) + 1 - (M : ℝ[X])) * X * derivative (derivative^[N] ((X ^ 2 - 1 : ℝ[X]) ^ M))
      + ((N : ℝ[X]) + 1) * ((N : ℝ[X]) - 2 * (M : ℝ[X]))
        * derivative^[N] ((X ^ 2 - 1 : ℝ[X]) ^ M) = 0 := by
  have hd : derivative (X ^ 2 - 1 : ℝ[X]) = 2 * X := by
    rw [sq]
    simp only [derivative_sub, derivative_mul, derivative_X, derivative_one]
    ring
  -- the first-order equation of the generating power
  have h1 : (X * X - 1) * derivative ((X ^ 2 - 1 : ℝ[X]) ^ M)
      = 2 * (M : ℝ[X]) * X * (X ^ 2 - 1) ^ M := by
    cases M with
    | zero => simp
    | succ m =>
      rw [derivative_pow, hd, Nat.add_sub_cancel]
      simp only [map_natCast]
      ring
  generalize (X ^ 2 - 1 : ℝ[X]) ^ M = w at h1 ⊢
  induction N with
  | zero =>
    have h := congrArg derivative h1
    simp only [derivative_sub, derivative_mul, derivative_X, derivative_one,
      derivative_natCast, derivative_ofNat] at h
    simp only [Function.iterate_zero, id_eq, Nat.cast_zero]
    linear_combination h
  | succ N ih =>
    have h := congrArg derivative ih
    simp only [derivative_add, derivative_sub, derivative_mul, derivative_X, derivative_one,
      derivative_natCast, derivative_ofNat, derivative_zero] at h
    simp only [Function.iterate_succ_apply', Nat.cast_add, Nat.cast_one]
    linear_combination h
```

Next comes u, by the quotient rule.

```lean
/-- The logarithmic derivative of the nodeless function is `(l+1)/r - (2l+1)/(r+R)`. -/
theorem nodeless_hasDerivAt {R r : ℝ} (hR : 0 < R) (hr : 0 < r) (l : ℕ) :
    HasDerivAt (nodeless R l)
      (nodeless R l r * (((l : ℝ) + 1) / r - (2 * (l : ℝ) + 1) / (r + R))) r := by
  have hne : r + R ≠ 0 := by positivity
  have h1 : HasDerivAt (fun s : ℝ => s ^ (l + 1)) (((l : ℝ) + 1) * r ^ l) r := by
    simpa using hasDerivAt_pow (l + 1) r
  have h2 : HasDerivAt (fun s : ℝ => (s + R) ^ (2 * l + 1))
      ((2 * (l : ℝ) + 1) * (r + R) ^ (2 * l)) r := by
    simpa using ((hasDerivAt_id' r).add_const R).fun_pow (2 * l + 1)
  refine (h1.fun_div h2 (pow_ne_zero _ hne)).congr_deriv ?_
  have hb : (r + R) ^ (2 * l) ≠ 0 := pow_ne_zero _ hne
  rw [nodeless, pow_succ (r + R) (2 * l), pow_succ r l]
  generalize (r + R) ^ (2 * l) = b at hb ⊢
  generalize r ^ l = a
  field_simp
```

The substitution follows. The proof supplies P' explicitly and differentiates it; the last line multiplies the Gegenbauer equation by the common factor found above.

```lean
/-- A polynomial solution of the Gegenbauer equation, taken in the compressed variable and
multiplied by the nodeless function, solves the radial equation with `M = k+2l+1`. -/
theorem solution_of_gegenbauer {R : ℝ} (hR : 0 < R) (k l : ℕ) (y : ℝ[X])
    (hy : ∀ x : ℝ, (x ^ 2 - 1) * (derivative (derivative y)).eval x
      + 4 * ((l : ℝ) + 1) * x * (derivative y).eval x
      = (k : ℝ) * (k + 4 * l + 3) * y.eval x) :
    IsZeroEnergySolution R (k + 2 * l + 1) l (fun r => nodeless R l r * y.eval (xi R r)) := by
  unfold IsZeroEnergySolution
  refine ⟨fun s => nodeless R l s * ((((l : ℝ) + 1) / s - (2 * (l : ℝ) + 1) / (s + R))
    * y.eval (xi R s) + 2 * R / ((s + R) * (s + R)) * (derivative y).eval (xi R s)),
    fun r hr => ?_⟩
  have hne : r + R ≠ 0 := by positivity
  have hr0 : r ≠ 0 := hr.ne'
  have hadd := (hasDerivAt_id' r).add_const R
  have hP := nodeless_hasDerivAt hR hr l
  have hxi : HasDerivAt (xi R) (2 * R / (r + R) ^ 2) r :=
    (((hasDerivAt_id' r).sub_const R).fun_div hadd hne).congr_deriv (by ring)
  have hp (p : ℝ[X]) : HasDerivAt (fun s => p.eval (xi R s))
      ((derivative p).eval (xi R r) * (2 * R / (r + R) ^ 2)) r :=
    (p.hasDerivAt (xi R r)).comp r hxi
  have hu : HasDerivAt (fun s : ℝ => ((l : ℝ) + 1) / s - (2 * (l : ℝ) + 1) / (s + R))
      (-((l : ℝ) + 1) / r ^ 2 + (2 * (l : ℝ) + 1) / (r + R) ^ 2) r :=
    (((hasDerivAt_const r ((l : ℝ) + 1)).fun_div (hasDerivAt_id' r) hr0).fun_sub
      ((hasDerivAt_const r (2 * (l : ℝ) + 1)).fun_div hadd hne)).congr_deriv (by ring)
  have hv : HasDerivAt (fun s : ℝ => 2 * R / ((s + R) * (s + R)))
      (-(4 * R) / (r + R) ^ 3) r :=
    ((hasDerivAt_const r (2 * R)).fun_div (hadd.fun_mul hadd)
      (mul_ne_zero hne hne)).congr_deriv (by field_simp; ring)
  refine ⟨(hP.fun_mul (hp y)).congr_deriv (by ring), ?_⟩
  refine (hP.fun_mul ((hu.fun_mul (hp y)).fun_add
    (hv.fun_mul (hp (derivative y))))).congr_deriv ?_
  -- what remains is the Gegenbauer equation times a common factor
  have h := hy (xi R r)
  push_cast
  generalize nodeless R l r = p
  generalize (derivative (derivative y)).eval (xi R r) = c at h ⊢
  generalize (derivative y).eval (xi R r) = b at h ⊢
  generalize y.eval (xi R r) = a at h ⊢
  rw [xi] at h
  linear_combination (norm := (field_simp; ring)) (-(p * R / (r * (r + R) ^ 2))) * h
```

The coefficient of X^k shows that the polynomial is not zero.

```lean
/-- The polynomial factor of the orbital is not the zero polynomial. -/
theorem nodal_ne_zero (k l : ℕ) : nodal k l ≠ 0 := by
  intro h
  have h1 : (X ^ 2 - C 1 : ℝ[X]).Monic := monic_X_pow_sub_C 1 two_ne_zero
  have hm := (h1.pow (k + 2 * l + 1)).coeff_natDegree
  rw [h1.natDegree_pow, natDegree_X_pow_sub_C, map_one,
    show (k + 2 * l + 1) * 2 = k + (k + 4 * l + 2) by ring] at hm
  have hc := congrArg (fun p : ℝ[X] => p.coeff k) h
  simp only [nodal, coeff_iterate_derivative, coeff_zero] at hc
  rw [hm, nsmul_eq_mul, mul_one, Nat.cast_eq_zero, Nat.descFactorial_eq_zero_iff_lt] at hc
  omega
```

The general theorem joins these results. If the orbital vanished for all r > 0, the polynomial would vanish on all of (−1,1), because r = R(1+x)/(1−x) reaches every x there. That is too many roots.

```lean
/-- For all `k` and `l` the orbital solves the zero-energy radial equation with
`M = k+2l+1`, and it does not vanish identically on `r > 0`. -/
theorem orbital_zero_energy {R : ℝ} (hR : 0 < R) (k l : ℕ) :
    IsZeroEnergySolution R (k + 2 * l + 1) l (orbital R k l) ∧
      ∃ r : ℝ, 0 < r ∧ orbital R k l r ≠ 0 := by
  constructor
  · refine solution_of_gegenbauer hR k l (nodal k l) fun x => ?_
    have h := congrArg (eval x) (rodrigues_equation (k + 2 * l + 1) (k + 4 * l + 2))
    simp only [eval_add, eval_mul, eval_sub, eval_X, eval_one, eval_natCast, eval_ofNat,
      eval_zero] at h
    push_cast at h
    unfold nodal
    linear_combination h
  · by_contra! h
    -- the compressed variable covers (-1, 1), so the polynomial would have too many roots
    refine nodal_ne_zero k l (eq_zero_of_infinite_isRoot _
      ((Set.Ioo_infinite (show (-1 : ℝ) < 1 by norm_num)).mono fun x hx => ?_))
    have ha : 0 < 1 + x := by linarith [hx.1]
    have hb : 0 < 1 - x := by linarith [hx.2]
    have hr : 0 < R * (1 + x) / (1 - x) := by positivity
    have hx' : xi R (R * (1 + x) / (1 - x)) = x := by
      have hb' : 1 - x ≠ 0 := hb.ne'
      rw [xi, div_eq_iff (by positivity)]
      field_simp
      ring
    have h0 := h _ hr
    rw [orbital, hx'] at h0
    have hn : nodeless R l (R * (1 + x) / (1 - x)) ≠ 0 := by
      unfold nodeless
      positivity
    exact (mul_eq_zero.mp h0).resolve_left hn
```

Taking y = 1 and k = 0 gives the nodeless case.

```lean
/-- For `M = 2l+1` the function `r^(l+1)/(r+R)^(2l+1)` solves the zero-energy equation. -/
theorem nodeless_zero_energy {R : ℝ} (hR : 0 < R) (l : ℕ) :
    IsZeroEnergySolution R (2 * l + 1) l (nodeless R l) := by
  have h := solution_of_gegenbauer hR 0 l 1 (fun x => by simp)
  simpa only [eval_one, mul_one, zero_add] using h
```

The nodes come from factoring the quadratic with √5² = 5.

```lean
/-- For `r > 0` the function `threeS` vanishes exactly at `r = (3-√5)R/2` and
`r = (3+√5)R/2`. -/
theorem threeS_nodes {R r : ℝ} (hR : 0 < R) (hr : 0 < r) :
    threeS R r = 0 ↔ r = (3 - √5) / 2 * R ∨ r = (3 + √5) / 2 * R := by
  have h5 : √5 ^ 2 = (5 : ℝ) := Real.sq_sqrt (by norm_num)
  have hne : r + R ≠ 0 := by positivity
  have hf : r * (r ^ 2 - 3 * r * R + R ^ 2)
      = r * ((r - (3 - √5) / 2 * R) * (r - (3 + √5) / 2 * R)) := by
    linear_combination (r * R ^ 2 / 4) * h5
  rw [threeS, hf, div_eq_zero_iff, or_iff_left (pow_ne_zero 3 hne), mul_eq_zero,
    or_iff_right hr.ne', mul_eq_zero, sub_eq_zero, sub_eq_zero]
```

The last theorem puts both M = 3 solutions side by side, using y = (5ξ²−1)/4 for the s function, and counts its node set as two distinct positive points.

```lean
/-- At `M = 3` the zero-energy equation has both a solution with `l = 1` that is positive on
`r > 0` and a solution with `l = 0` that has exactly two positive nodes. -/
theorem twoP_threeS_share_zero_energy {R : ℝ} (hR : 0 < R) :
    (IsZeroEnergySolution R 3 1 (nodeless R 1) ∧ ∀ r : ℝ, 0 < r → 0 < nodeless R 1 r) ∧
    IsZeroEnergySolution R 3 0 (threeS R) ∧
    {r : ℝ | 0 < r ∧ threeS R r = 0}.ncard = 2 := by
  refine ⟨⟨nodeless_zero_energy hR 1, fun r hr => ?_⟩, ?_, ?_⟩
  · unfold nodeless
    positivity
  · have h := solution_of_gegenbauer hR 2 0 (C (5 / 4) * (X * X) - C (1 / 4)) (fun x => by
      simp only [derivative_sub, derivative_add, derivative_mul, derivative_C, derivative_X,
        derivative_one, derivative_zero, eval_sub, eval_add, eval_mul, eval_C, eval_X,
        eval_one, eval_zero]
      push_cast
      ring)
    have e : (fun r => nodeless R 0 r * (C (5 / 4) * (X * X) - C (1 / 4) : ℝ[X]).eval (xi R r))
        = threeS R := by
      funext r
      simp only [nodeless, threeS, xi, eval_sub, eval_mul, eval_C, eval_X]
      by_cases hne : r + R = 0
      · simp [hne]
      · field_simp
        ring
    rw [e] at h
    exact h
  · have h5 : √5 ^ 2 = (5 : ℝ) := Real.sq_sqrt (by norm_num)
    have hpos : 0 < √(5 : ℝ) := Real.sqrt_pos.mpr (by norm_num)
    have hlt : √(5 : ℝ) < 3 := by nlinarith
    have ha : 0 < (3 - √5) / 2 * R := mul_pos (by linarith) hR
    have hb : 0 < (3 + √5) / 2 * R := by positivity
    have hab : (3 - √5) / 2 * R ≠ (3 + √5) / 2 * R := by
      intro h
      nlinarith [mul_pos hpos hR]
    have hs : {r : ℝ | 0 < r ∧ threeS R r = 0}
        = {(3 - √5) / 2 * R, (3 + √5) / 2 * R} := by
      ext r
      simp only [Set.mem_ofPred_eq, Set.mem_insert_iff, Set.mem_singleton_iff]
      constructor
      · rintro ⟨hr, h⟩
        exact (threeS_nodes hR hr).mp h
      · intro h
        have hr : 0 < r := by
          rcases h with h | h
          · rw [h]; exact ha
          · rw [h]; exact hb
        exact ⟨hr, (threeS_nodes hR hr).mpr h⟩
    rw [hs, Set.ncard_pair hab]

end

end ScreenedAtomZeroEnergy
```

```lean
#print axioms ScreenedAtomZeroEnergy.orbital_zero_energy
#print axioms ScreenedAtomZeroEnergy.twoP_threeS_share_zero_energy
```

```
'ScreenedAtomZeroEnergy.orbital_zero_energy' depends on axioms: [propext, Classical.choice, Quot.sound]
'ScreenedAtomZeroEnergy.twoP_threeS_share_zero_energy' depends on axioms: [propext, Classical.choice, Quot.sound]
```

Q: Could I use this in a code?

A: Yes, as a test of a radial integrator. Set R = 1, E = 0 and V = −6/(r(r+1)²) in atomic units, and integrate outward from small r. Starting as r with l = 0, the solution should change sign near r = 0.382 and 2.618; starting as r² with l = 1, the exact solution never changes sign. Compare only out to moderate r, say r = 20: farther out, numerical errors grow relative to the exact solution and can add a false sign change.
